# Quasi-optimality of the Galerkin solution for shifted skew-symmetric systems

A finite quantum system with Hermitian Hamiltonian $H$ can be advanced by a time step $\tau$ with the Crank–Nicolson rule. In units with $\hbar = 1$, each step requires the solution of
$$(1 + \tfrac{i\tau}{2}H)\,\psi_{\text{new}} = (1 - \tfrac{i\tau}{2}H)\,\psi_{\text{old}}.$$
When real and imaginary parts are stored separately, multiplication by $\tfrac{i\tau}{2}H$ becomes a real skew-symmetric matrix $S$, and the system reads $(I+S)x=b$. If it is too large to factorise, it can be projected onto a small trial space, such as a Krylov space. How much accuracy is lost compared with the best vector which that space contains?

## The error bound and its derivation

Let $S$ be a real $n\times n$ matrix with $S^T=-S$ and $\|Sz\|\le s\|z\|$ for all $z$, in the Euclidean norm. Let $\alpha\neq 0$ be a real shift, $A=\alpha I+S$, and let $Q$ have $m$ orthonormal columns, $Q^TQ=I$. Suppose $Ax=b$. The Galerkin approximation is $Qy$, where $Q^TAQ\,y=Q^Tb$. Then $Q^TAQ$ is invertible, and for every $z\in\mathbb{R}^m$
$$\|x-Qy\|\le\sqrt{1+(s/\alpha)^2}\;\|x-Qz\|.$$
The Crank–Nicolson system has $\alpha=1$ and the factor $\sqrt{1+s^2}$, where $s$ can be taken as $\tau/2$ times the spectral norm of $H$.

**Energy and length.** Skew-symmetry gives $v\cdot Sv=(S^Tv)\cdot v=-v\cdot Sv$, so $v\cdot Sv=0$. Hence
$$v\cdot Av=\alpha\|v\|^2,\qquad \|Av\|^2=\alpha^2\|v\|^2+\|Sv\|^2.$$

**Invertibility.** If $Q^TAQv=0$, then $0=(Qv)\cdot A(Qv)=\alpha\|Qv\|^2=\alpha\|v\|^2$, so $v=0$.

**Orthogonality.** Let $e=x-Qy$. Then $Q^TAe=Q^Tb-Q^TAQy=0$, so the residual $Ae$ is orthogonal to every vector in the trial space.

**The bound.** Let $d=x-Qz$. Since $e=d+Q(z-y)$, orthogonality gives
$$\alpha\|e\|^2=e\cdot Ae=d\cdot Ae.$$
By Cauchy–Schwarz and the length identity,
$$|\alpha|\,\|e\|^2\le\|d\|\,\|Ae\|\le\|d\|\sqrt{\alpha^2+s^2}\,\|e\|.$$
If $e=0$ the claim is immediate; otherwise division by $|\alpha|\,\|e\|$ finishes the argument.

In the limit $s=0$ the matrix $S$ vanishes, the factor is $1$, and $Qy=QQ^Tx$ is the orthogonal projection of $x$, the best approximation in the trial space.

**A case of equality.** For $s\ge0$, take
$$S=\begin{pmatrix}0&-s\\ s&0\end{pmatrix},\quad Q=\begin{pmatrix}1\\0\end{pmatrix},\quad x=\begin{pmatrix}0\\1\end{pmatrix}.$$
Then $b=(-s,\alpha)^T$, the projected matrix is the number $\alpha$, and $Qy=(-s/\alpha,0)^T$. The error $(s/\alpha,1)^T$ has length $\sqrt{1+(s/\alpha)^2}$, while $z=0$ gives an error of length $1$.

## Vectors, matrices and the approximation in Lean

The index types `n` and `m` are finite and label the coordinates of the full space and of the trial space.

```lean
import Mathlib

open Matrix

namespace ShiftedSkewGalerkin

noncomputable section

variable {n m : Type*} [Fintype n] [DecidableEq n] [Fintype m] [DecidableEq m]
```

Vectors are functions `n → ℝ`. Mathlib's norm on such functions is the maximum norm, so the Euclidean norm is defined here from the dot product `⬝ᵥ`.

```lean
/-- The Euclidean norm of a real vector. -/
def euclNorm (v : n → ℝ) : ℝ := Real.sqrt (v ⬝ᵥ v)
```

The next three definitions are $A$, $Q^TAQ$ and $Qy$. The symbol `*ᵥ` applies a matrix to a vector.

```lean
/-- The shifted matrix `α I + S`. -/
def shifted (α : ℝ) (S : Matrix n n ℝ) : Matrix n n ℝ := α • (1 : Matrix n n ℝ) + S

/-- The projected matrix `Qᵀ (α I + S) Q` on the trial space spanned by the columns of `Q`. -/
def projected (α : ℝ) (S : Matrix n n ℝ) (Q : Matrix n m ℝ) : Matrix m m ℝ :=
  Qᵀ * shifted α S * Q

/-- The vector `Q y` with `y = (projected α S Q)⁻¹ Qᵀ b`. When the projected matrix is invertible,
this is the Galerkin approximation: `y` solves the projected system with right-hand side `Qᵀ b`. -/
def galerkin (α : ℝ) (S : Matrix n n ℝ) (Q : Matrix n m ℝ) (b : n → ℝ) : n → ℝ :=
  Q *ᵥ ((projected α S Q)⁻¹ *ᵥ (Qᵀ *ᵥ b))
```

## Energy, length and projection identities

The first lemma is the cancellation $v\cdot Sv=-v\cdot Sv$. It feeds the energy identity and the Pythagorean identity for $A$.

```lean
omit [DecidableEq n] in
/-- The quadratic form of a skew-symmetric matrix vanishes. -/
theorem skew_energy {S : Matrix n n ℝ} (hS : Sᵀ = -S) (v : n → ℝ) :
    v ⬝ᵥ (S *ᵥ v) = 0 := by
  have h : v ⬝ᵥ (S *ᵥ v) = -(v ⬝ᵥ (S *ᵥ v)) := by
    calc v ⬝ᵥ (S *ᵥ v) = (v ᵥ* S) ⬝ᵥ v := Matrix.dotProduct_mulVec v S v
      _ = (Sᵀ *ᵥ v) ⬝ᵥ v := by rw [Matrix.mulVec_transpose]
      _ = -((S *ᵥ v) ⬝ᵥ v) := by rw [hS, Matrix.neg_mulVec, neg_dotProduct]
      _ = -(v ⬝ᵥ (S *ᵥ v)) := by rw [dotProduct_comm (S *ᵥ v) v]
  linarith

/-- The shifted matrix acts as `v ↦ α v + S v`. -/
theorem shifted_mulVec (α : ℝ) (S : Matrix n n ℝ) (v : n → ℝ) :
    shifted α S *ᵥ v = α • v + S *ᵥ v := by
  simp [shifted, Matrix.add_mulVec, Matrix.smul_mulVec]

/-- For skew-symmetric `S`, the quadratic form of `α I + S` is `α` times the squared length. -/
theorem shifted_energy {S : Matrix n n ℝ} (hS : Sᵀ = -S) (α : ℝ) (v : n → ℝ) :
    v ⬝ᵥ (shifted α S *ᵥ v) = α * (v ⬝ᵥ v) := by
  rw [shifted_mulVec, dotProduct_add, dotProduct_smul, skew_energy hS, add_zero, smul_eq_mul]

/-- For skew-symmetric `S`, the squared length of `(α I + S) v` is the sum of the squared lengths of
`α v` and `S v`. -/
theorem shifted_pythagoras {S : Matrix n n ℝ} (hS : Sᵀ = -S) (α : ℝ) (v : n → ℝ) :
    (shifted α S *ᵥ v) ⬝ᵥ (shifted α S *ᵥ v)
      = α ^ 2 * (v ⬝ᵥ v) + (S *ᵥ v) ⬝ᵥ (S *ᵥ v) := by
  have h := skew_energy hS v
  have h' : (S *ᵥ v) ⬝ᵥ v = 0 := by rw [dotProduct_comm]; exact h
  rw [shifted_mulVec]
  simp only [dotProduct_add, add_dotProduct, dotProduct_smul, smul_dotProduct, smul_eq_mul]
  rw [h, h']
  ring
```

Two identities move between the spaces: $(Qa)\cdot w=a\cdot(Q^Tw)$, and the action of the projected matrix as lift, apply, project.

```lean
omit [DecidableEq n] [DecidableEq m] in
/-- Moving `Q` across the dot product turns it into its transpose. -/
theorem dot_lift (Q : Matrix n m ℝ) (a : m → ℝ) (w : n → ℝ) :
    (Q *ᵥ a) ⬝ᵥ w = a ⬝ᵥ (Qᵀ *ᵥ w) := by
  rw [Matrix.dotProduct_mulVec a Qᵀ w, Matrix.vecMul_transpose]

omit [DecidableEq m] in
/-- The projected matrix lifts a coefficient vector, applies `α I + S`, and projects back. -/
theorem projected_mulVec (α : ℝ) (S : Matrix n n ℝ) (Q : Matrix n m ℝ) (v : m → ℝ) :
    projected α S Q *ᵥ v = Qᵀ *ᵥ (shifted α S *ᵥ (Q *ᵥ v)) := by
  simp [projected, Matrix.mulVec_mulVec, Matrix.mul_assoc]
```

## Invertibility and the orthogonal residual

Invertibility is expressed by saying that the determinant is a unit, which for a real number means that it is nonzero. A zero determinant would supply a nonzero null vector `v`, and the energy identity `e` forces its length to vanish.

```lean
/-- For skew-symmetric `S`, a nonzero shift and orthonormal trial vectors, the projected matrix is
invertible. -/
theorem projected_invertible {S : Matrix n n ℝ} (hS : Sᵀ = -S) {α : ℝ} (hα : α ≠ 0)
    {Q : Matrix n m ℝ} (hQ : Qᵀ * Q = 1) : IsUnit (projected α S Q).det := by
  rw [isUnit_iff_ne_zero]
  intro h0
  obtain ⟨v, hv, hMv⟩ := Matrix.exists_mulVec_eq_zero_iff.mpr h0
  -- a null vector would have zero energy, hence zero length
  have e : v ⬝ᵥ (projected α S Q *ᵥ v) = α * (v ⬝ᵥ v) := by
    rw [projected_mulVec, ← dot_lift Q, shifted_energy hS, dot_lift Q,
      Matrix.mulVec_mulVec, hQ, Matrix.one_mulVec]
  rw [hMv, dotProduct_zero] at e
  have hvv : v ⬝ᵥ v = 0 := (mul_eq_zero.mp e.symm).resolve_left hα
  exact hv (dotProduct_self_eq_zero.mp hvv)
```

The hypothesis `hx` says that `x` solves the full system. Invertibility lets the inverse in `galerkin` cancel, which leaves the residual orthogonal to the columns of $Q$.

```lean
/-- For skew-symmetric `S`, a nonzero shift and orthonormal trial vectors, the residual of the
Galerkin approximation is orthogonal to the trial space. -/
theorem galerkin_orthogonality {S : Matrix n n ℝ} (hS : Sᵀ = -S) {α : ℝ} (hα : α ≠ 0)
    {Q : Matrix n m ℝ} (hQ : Qᵀ * Q = 1) {x b : n → ℝ} (hx : shifted α S *ᵥ x = b) :
    Qᵀ *ᵥ (shifted α S *ᵥ (x - galerkin α S Q b)) = 0 := by
  have h : Qᵀ *ᵥ (shifted α S *ᵥ galerkin α S Q b) = Qᵀ *ᵥ b := by
    rw [galerkin, ← projected_mulVec, Matrix.mulVec_mulVec,
      Matrix.mul_nonsing_inv _ (projected_invertible hS hα hQ), Matrix.one_mulVec]
  rw [Matrix.mulVec_sub, Matrix.mulVec_sub, hx, h, sub_self]
```

## The bound for every trial vector

The theorem has both conclusions: invertibility, and the inequality for all `z`. The number `s` is any bound satisfying `hs`, not necessarily the smallest. The trial space is arbitrary, so the theorem compares the Galerkin error with the best available one but does not say how fast the latter falls as a Krylov space grows. Arithmetic is exact.

The proof follows the derivation with squared lengths. `hsplit` is $e=d+Q(z-y)$, `htest` is $\alpha\|e\|^2=d\cdot Ae$, and `hcs` is the squared Cauchy–Schwarz inequality. `hF` squares the bound on $S$. Combining them gives `hk`, from which `hfin` cancels a factor $\|e\|^2$ after treating $e=0$ separately. The last lines divide by $\alpha^2$ and take square roots.

```lean
/-- Let `S` be skew-symmetric with `‖S z‖ ≤ s ‖z‖` for all `z` in the Euclidean norm, let `α` be
nonzero, and let `Q` have orthonormal columns. Then the projected matrix is invertible, and the
Galerkin error for `(α I + S) x = b` is at most `√(1 + (s/α)²)` times the error of any other vector
in the trial space. -/
theorem galerkin_quasi_optimal {S : Matrix n n ℝ} (hS : Sᵀ = -S) {s : ℝ}
    (hs : ∀ z, euclNorm (S *ᵥ z) ≤ s * euclNorm z) {α : ℝ} (hα : α ≠ 0)
    {Q : Matrix n m ℝ} (hQ : Qᵀ * Q = 1) {x b : n → ℝ} (hx : shifted α S *ᵥ x = b) :
    IsUnit (projected α S Q).det ∧ ∀ z : m → ℝ,
      euclNorm (x - galerkin α S Q b)
        ≤ Real.sqrt (1 + (s / α) ^ 2) * euclNorm (x - Q *ᵥ z) := by
  refine ⟨projected_invertible hS hα hQ, fun z => ?_⟩
  have horth := galerkin_orthogonality hS hα hQ hx
  have nonneg : ∀ v : n → ℝ, 0 ≤ v ⬝ᵥ v := fun v =>
    Finset.sum_nonneg fun i _ => mul_self_nonneg (v i)
  have hsplit : x - galerkin α S Q b = (x - Q *ᵥ z)
      + Q *ᵥ (z - (projected α S Q)⁻¹ *ᵥ (Qᵀ *ᵥ b)) := by
    rw [Matrix.mulVec_sub, galerkin]
    abel
  obtain ⟨e, he⟩ : ∃ e, e = x - galerkin α S Q b := ⟨_, rfl⟩
  obtain ⟨d, hd⟩ : ∃ d, d = x - Q *ᵥ z := ⟨_, rfl⟩
  rw [← he] at horth
  rw [← he, ← hd] at hsplit
  rw [← he, ← hd]
  -- the error may be replaced by any other trial error when tested against the residual
  have htest : α * (e ⬝ᵥ e) = d ⬝ᵥ (shifted α S *ᵥ e) := by
    rw [← shifted_energy hS]
    calc e ⬝ᵥ (shifted α S *ᵥ e)
        = (d + Q *ᵥ (z - (projected α S Q)⁻¹ *ᵥ (Qᵀ *ᵥ b))) ⬝ᵥ (shifted α S *ᵥ e) :=
          congrArg (fun u => u ⬝ᵥ (shifted α S *ᵥ e)) hsplit
      _ = d ⬝ᵥ (shifted α S *ᵥ e) := by
          rw [add_dotProduct, dot_lift Q, horth, dotProduct_zero, add_zero]
  -- Cauchy-Schwarz
  have hcs : (d ⬝ᵥ (shifted α S *ᵥ e)) ^ 2
      ≤ (d ⬝ᵥ d) * ((shifted α S *ᵥ e) ⬝ᵥ (shifted α S *ᵥ e)) := by
    have h := Finset.sum_mul_sq_le_sq_mul_sq Finset.univ d (shifted α S *ᵥ e)
    simp only [dotProduct, ← pow_two]
    exact h
  rw [← htest, shifted_pythagoras hS] at hcs
  have hF : (S *ᵥ e) ⬝ᵥ (S *ᵥ e) ≤ s ^ 2 * (e ⬝ᵥ e) := by
    have h := pow_le_pow_left₀ (Real.sqrt_nonneg _) (hs e) 2
    unfold euclNorm at h
    rwa [mul_pow, Real.sq_sqrt (nonneg _), Real.sq_sqrt (nonneg _)] at h
  have hk : (e ⬝ᵥ e) * (α ^ 2 * (e ⬝ᵥ e))
      ≤ (e ⬝ᵥ e) * ((α ^ 2 + s ^ 2) * (d ⬝ᵥ d)) := by
    have h := mul_le_mul_of_nonneg_left hF (nonneg d)
    linarith
  have hfin : α ^ 2 * (e ⬝ᵥ e) ≤ (α ^ 2 + s ^ 2) * (d ⬝ᵥ d) := by
    rcases (nonneg e).eq_or_lt with h | h
    · rw [← h, mul_zero]
      exact mul_nonneg (by positivity) (nonneg d)
    · exact le_of_mul_le_mul_left hk h
  have hα2 : 0 < α ^ 2 := by positivity
  unfold euclNorm
  rw [← Real.sqrt_mul (by positivity)]
  apply Real.sqrt_le_sqrt
  have hc : (1 + (s / α) ^ 2) * (d ⬝ᵥ d) = (α ^ 2 + s ^ 2) * (d ⬝ᵥ d) / α ^ 2 := by
    field_simp
  rw [hc, le_div_iff₀ hα2]
  linarith
```

## Equality in the plane

The example is entered as explicit matrices.

```lean
/-- The quarter turn of the plane multiplied by `s`. -/
def quarterTurn (s : ℝ) : Matrix (Fin 2) (Fin 2) ℝ := !![0, -s; s, 0]

/-- The single trial vector along the first axis of the plane. -/
def firstAxis : Matrix (Fin 2) (Fin 1) ℝ := !![1; 0]
```

The final theorem verifies skew-symmetry, orthonormality and the norm bound for this example, then the equality at `z = 0`. It holds for every $\alpha\ne0$ and $s\ge0$, so no smaller factor depending only on $s$ and $\alpha$ can serve all systems and trial spaces. A particular system or trial space may do better. In the proof, `hinv` inverts the one-by-one projected matrix, `hg` computes the approximation, and `h1` and `h2` give the two squared errors.

```lean
/-- For the scaled quarter turn, the first axis as trial space and the second unit vector as exact
solution, the hypotheses of the error bound hold and the bound is an equality at `z = 0`. -/
theorem galerkin_bound_sharp {α s : ℝ} (hα : α ≠ 0) (hs : 0 ≤ s) :
    (quarterTurn s)ᵀ = -quarterTurn s ∧ firstAxisᵀ * firstAxis = 1 ∧
    (∀ z, euclNorm (quarterTurn s *ᵥ z) ≤ s * euclNorm z) ∧
    euclNorm (![0, 1] - galerkin α (quarterTurn s) firstAxis
        (shifted α (quarterTurn s) *ᵥ ![0, 1]))
      = Real.sqrt (1 + (s / α) ^ 2) * euclNorm (![0, 1] - firstAxis *ᵥ 0) := by
  refine ⟨?_, ?_, fun z => ?_, ?_⟩
  · ext i j
    fin_cases i <;> fin_cases j <;> simp [quarterTurn]
  · ext i j
    fin_cases i
    fin_cases j
    simp [firstAxis, Matrix.mul_apply, Fin.sum_univ_two]
  · have h : (quarterTurn s *ᵥ z) ⬝ᵥ (quarterTurn s *ᵥ z) = s ^ 2 * (z ⬝ᵥ z) := by
      simp only [quarterTurn, Matrix.mulVec, dotProduct, Fin.sum_univ_two, Matrix.of_apply,
        Matrix.cons_val_zero, Matrix.cons_val_one]
      ring
    have heq : euclNorm (quarterTurn s *ᵥ z) = s * euclNorm z := by
      unfold euclNorm
      rw [h, Real.sqrt_mul (sq_nonneg s), Real.sqrt_sq hs]
    exact heq.le
  · have hM : shifted α (quarterTurn s) = !![α, -s; s, α] := by
      ext i j
      fin_cases i <;> fin_cases j <;> simp [shifted, quarterTurn]
    -- the projected matrix is the number `α`
    have hinv : (projected α (quarterTurn s) firstAxis)⁻¹ = !![α⁻¹] := by
      apply Matrix.inv_eq_right_inv
      rw [projected, hM]
      ext i j
      fin_cases i
      fin_cases j
      simp [firstAxis, Matrix.mul_apply, Fin.sum_univ_two, hα]
    have hg : galerkin α (quarterTurn s) firstAxis
        (shifted α (quarterTurn s) *ᵥ ![0, 1]) = ![-s / α, 0] := by
      rw [galerkin, hinv, hM]
      ext i
      fin_cases i <;>
        simp [firstAxis, Matrix.mulVec, dotProduct, Fin.sum_univ_two]
      ring
    have h1 : (![0, 1] - ![-s / α, 0] : Fin 2 → ℝ) ⬝ᵥ (![0, 1] - ![-s / α, 0])
        = 1 + (s / α) ^ 2 := by
      simp only [dotProduct, Fin.sum_univ_two, Pi.sub_apply, Matrix.cons_val_zero,
        Matrix.cons_val_one]
      ring
    have h2 : (![0, 1] - firstAxis *ᵥ 0 : Fin 2 → ℝ) ⬝ᵥ (![0, 1] - firstAxis *ᵥ 0) = 1 := by
      rw [Matrix.mulVec_zero, sub_zero]
      simp [dotProduct, Fin.sum_univ_two]
    rw [hg]
    unfold euclNorm
    rw [h1, h2, Real.sqrt_one, mul_one]

end

end ShiftedSkewGalerkin
```

```lean
#print axioms ShiftedSkewGalerkin.galerkin_quasi_optimal
#print axioms ShiftedSkewGalerkin.galerkin_bound_sharp
```

```
'ShiftedSkewGalerkin.galerkin_quasi_optimal' depends on axioms: [propext, Classical.choice, Quot.sound]
'ShiftedSkewGalerkin.galerkin_bound_sharp' depends on axioms: [propext, Classical.choice, Quot.sound]
```

A complex formulation would take $S$ skew-Hermitian and apply to $\tfrac{i\tau}{2}H$ without doubling the dimension. The number $v^*Sv$ would then be purely imaginary instead of zero, and the energy identity would become $\operatorname{Re}(v^*Av)=\alpha\|v\|^2$ for real $\alpha$.
